# The effective hopping rate of a coupled, biased Haken–Strobl dimer peaks when dephasing matches the energy gap

An excitation that starts on one site of a weakly dephased dimer swings back and forth before it settles. If an exponential is fitted to its population curve, the rate depends on the time window of the fit. The population difference integrated over all later times gives a single number instead, and here that number has a closed form.

## Two sites with fluctuating energies

Set $\hbar=1$. The sites have energies $\pm D/2$ and coupling $J$. Fast, independent fluctuations of the site energies are represented by one postulated constant, the decay rate $G$ of the site coherences. Write

$$\rho=\tfrac12\begin{pmatrix}\tau+z & x-iy\\ x+iy & \tau-z\end{pmatrix},$$

where $\tau$ is the trace, $z$ the population difference, and $x,y$ the coherence components. The commutator with the Hamiltonian and the decay of the off-diagonal entries give $\dot\tau=0$ and

$$\dot x=-Gx-Dy,\qquad \dot y=Dx-Gy-2Jz,\qquad \dot z=2Jy .$$

Thus $\dot r=Mr$ for $r=(x,y,z)$, with $M$ the matrix of coefficients.

For comparison, incoherent hopping at rate $k$ in both directions gives $\dot z=-2kz$, so a population difference that starts at 1 integrates to $1/(2k)$.

## What is stated

Indices run from 0, so $x,y,z$ are `r t 0`, `r t 1`, `r t 2`. The matrix $M$ is `blochGen G D J`, and `rate G D J` is

$$k=\frac{2J^2G}{G^2+D^2}.$$

For $G>0$ the theorems say:

- All complex eigenvalues of $M$ have negative real part exactly when $J\neq0$.
- If $J\neq0$, then $M$ is invertible, $-(M^{-1})_{22}=1/(2k)$, and every solution of the Bloch equation tends to zero.
- If $J\neq0$ and $r(0)=(0,0,1)$, then $\int_0^T z\,dt\to1/(2k)$ as $T\to\infty$.
- If $J\neq0$ and $D\neq0$, then $k\le J^2/|D|$, with equality exactly at $G=|D|$.

A solution is any function `r` that satisfies the hypothesis `hr`, the differential equation at every real time. Defining $r(t)=e^{tM}r(0)$ would be another way to model this: existence would be built in, and the differential equation would become something to prove.

Here $k$ is an effective rate, that of the hopping model with the same integrated population difference. The integral is signed, so oscillations partly cancel in it, and $k$ need not be the rate at which the populations settle. For $D=0$ and $0<G<4|J|$, the oscillations die out as $e^{-Gt/2}$, while $k=2J^2/G$ grows without bound as $G\to0$. Both sites end equally populated whatever the gap, so the model describes no thermal relaxation towards the lower site. For this two-site, white-noise model, the formula provides an exact value against which an open-system propagator can be tested.

## The derivation by hand

**Eigenvalues.** Let $Mv=\mu v$ with $v\ne0$. Pair this with the conjugate of $v$ and take real parts. The antisymmetric part of $M$ drops out:

$$\operatorname{Re}\mu\,(|v_0|^2+|v_1|^2+|v_2|^2)=-G(|v_0|^2+|v_1|^2).$$

If $\operatorname{Re}\mu\ge0$, then $v_0=v_1=0$. Row 1 leaves $-2Jv_2=0$, so $J\neq0$ forces $v=0$, a contradiction. If $J=0$, the vector $(0,0,1)$ has eigenvalue 0.

**Inverse.** Since $\det M=-4J^2G$, $M$ is invertible. The last column $(a,b,c)$ of $M^{-1}$ satisfies $-Ga-Db=0$, $Da-Gb-2Jc=0$ and $2Jb=1$. Hence $b=1/(2J)$, $a=-D/(2JG)$ and

$$-c=\frac{G^2+D^2}{4J^2G}=\frac1{2k}.$$

**Decay.** The derivative of $x^2+y^2+z^2$ is $-2G(x^2+y^2)$, which does not see $z$. Add a cross term:

$$V=x^2+y^2+z^2+\varepsilon Jyz,\qquad \varepsilon=\frac{G}{G^2+D^2+2J^2}.$$

Here $(\varepsilon J)^2\le\varepsilon G\le1$, so $\tfrac12|r|^2\le V\le\tfrac32|r|^2$. Differentiation gives

$$\dot V=-2G(x^2+y^2)+\varepsilon\left(2J^2y^2-2J^2z^2+JDxz-JGyz\right).$$

Use $JDxz\le\tfrac12(J^2z^2+D^2x^2)$ and $-JGyz\le\tfrac12(J^2z^2+G^2y^2)$. With $c=\varepsilon J^2/2$ (a new $c$),

$$\begin{aligned}\dot V+cV\le{}&-\left(2G-\tfrac12\varepsilon D^2-\tfrac34\varepsilon J^2\right)x^2\\&-\left(2G-\tfrac12\varepsilon G^2-\tfrac{11}4\varepsilon J^2\right)y^2-\tfrac14\varepsilon J^2z^2 .\end{aligned}$$

Because $\varepsilon(G^2+D^2+2J^2)=G$, both brackets are positive. So $V(t)\le V(0)e^{-ct}$ for $t\ge0$, and $r\to0$.

**Integral.** Let $N=-2JDx-2JGy-(G^2+D^2)z$. The $x$ and $y$ terms of $\dot N$ cancel, leaving $\dot N=4J^2Gz$. Therefore

$$\int_0^Tz\,dt=\frac{N(T)-N(0)}{4J^2G}\longrightarrow\frac{G^2+D^2}{4J^2G}=\frac1{2k}.$$

Dephasing is needed here: for $G=D=0$ and $J\ne0$, $z=\cos2Jt$, and its integral $\sin(2JT)/(2J)$ has no limit.

**Optimum.** Since $D^2=|D|^2$,

$$\frac{J^2}{|D|}-k=\frac{J^2(G-|D|)^2}{|D|(G^2+D^2)}\ge0,$$

which vanishes only at $G=|D|$.

## The Lean file

```lean
import Mathlib

open Matrix Filter Topology

namespace HakenStroblDimer

noncomputable section

/-- The Bloch generator of a dimer with dephasing rate `G`, energy gap `D` and coupling `J`. -/
def blochGen (G D J : ℝ) : Matrix (Fin 3) (Fin 3) ℝ :=
  !![-G, -D, 0; D, -G, -(2 * J); 0, 2 * J, 0]

/-- The hopping rate `k = 2 J² G / (G² + D²)`, for `G` and `D` not both zero. -/
def rate (G D J : ℝ) : ℝ := 2 * J ^ 2 * G / (G ^ 2 + D ^ 2)

/-- The Hermitian 2×2 matrix with trace `τ` and Bloch vector `v`. -/
def blochMatrix (τ : ℝ) (v : Fin 3 → ℝ) : Matrix (Fin 2) (Fin 2) ℂ :=
  !![((τ : ℂ) + v 2) / 2, ((v 0 : ℂ) - Complex.I * v 1) / 2;
     ((v 0 : ℂ) + Complex.I * v 1) / 2, ((τ : ℂ) - v 2) / 2]

/-- The dimer Hamiltonian in the site basis, with energies `±D/2` and coupling `J`. -/
def hamiltonian (D J : ℝ) : Matrix (Fin 2) (Fin 2) ℂ :=
  !![(D : ℂ) / 2, (J : ℂ); (J : ℂ), -(D : ℂ) / 2]

/-- The Haken-Strobl master equation: coherent motion plus decay of site coherences at rate `G`. -/
def liouvillian (G D J : ℝ) (ρ : Matrix (Fin 2) (Fin 2) ℂ) : Matrix (Fin 2) (Fin 2) ℂ :=
  (-Complex.I) • (hamiltonian D J * ρ - ρ * hamiltonian D J)
    - (G : ℂ) • !![0, ρ 0 1; ρ 1 0, 0]

/-- The master equation acts on the Bloch vector through the Bloch generator and preserves
the trace. -/
theorem liouvillian_blochMatrix (G D J τ : ℝ) (v : Fin 3 → ℝ) :
    liouvillian G D J (blochMatrix τ v) = blochMatrix 0 (blochGen G D J *ᵥ v) := by
  ext i j
  fin_cases i <;> fin_cases j <;> apply Complex.ext <;>
    simp [liouvillian, hamiltonian, blochMatrix, blochGen,
      Matrix.mulVec, dotProduct, Fin.sum_univ_three] <;> ring

/-- With dephasing present, all complex eigenvalues of the Bloch generator have negative real
part exactly when the sites are coupled. -/
theorem eigenvalues_re_neg_iff {G D J : ℝ} (hG : 0 < G) :
    (∀ (μ : ℂ) (v : Fin 3 → ℂ), v ≠ 0 →
      (blochGen G D J).map Complex.ofReal *ᵥ v = μ • v → μ.re < 0) ↔ J ≠ 0 := by
  constructor
  · -- without coupling the population difference is conserved
    rintro h rfl
    have h1 := h 0 ![0, 0, 1] (fun e => by simpa using congrFun e 2) (by
      ext i
      fin_cases i <;> simp [blochGen, Matrix.mulVec, dotProduct, Fin.sum_univ_three])
    simp at h1
  · intro hJ μ v hv h
    have h0 : -(G : ℂ) * v 0 - (D : ℂ) * v 1 = μ * v 0 := by
      have e := congrFun h 0
      simp [blochGen, Matrix.mulVec, dotProduct, Fin.sum_univ_three] at e
      linear_combination e
    have h1 : (D : ℂ) * v 0 - (G : ℂ) * v 1 - ((2 * J : ℝ) : ℂ) * v 2 = μ * v 1 := by
      have e := congrFun h 1
      simp [blochGen, Matrix.mulVec, dotProduct, Fin.sum_univ_three] at e
      push_cast
      linear_combination e
    have h2 : ((2 * J : ℝ) : ℂ) * v 1 = μ * v 2 := by
      have e := congrFun h 2
      simp [blochGen, Matrix.mulVec, dotProduct, Fin.sum_univ_three] at e
      push_cast
      linear_combination e
    have r0 := congrArg Complex.re h0
    have i0 := congrArg Complex.im h0
    have r1 := congrArg Complex.re h1
    have i1 := congrArg Complex.im h1
    have r2 := congrArg Complex.re h2
    have i2 := congrArg Complex.im h2
    simp only [Complex.sub_re, Complex.sub_im, Complex.mul_re, Complex.mul_im, Complex.neg_re,
      Complex.neg_im, Complex.ofReal_re, Complex.ofReal_im] at r0 i0 r1 i1 r2 i2
    -- real part of the eigenvalue equation paired with the conjugate eigenvector
    have key : μ.re * ((v 0).re ^ 2 + (v 0).im ^ 2 + (v 1).re ^ 2 + (v 1).im ^ 2
        + (v 2).re ^ 2 + (v 2).im ^ 2)
        + G * ((v 0).re ^ 2 + (v 0).im ^ 2 + (v 1).re ^ 2 + (v 1).im ^ 2) = 0 := by
      linear_combination -(v 0).re * r0 - (v 0).im * i0 - (v 1).re * r1 - (v 1).im * i1
        - (v 2).re * r2 - (v 2).im * i2
    by_contra hm
    have hp := mul_nonneg (not_lt.1 hm) (show 0 ≤ (v 0).re ^ 2 + (v 0).im ^ 2 + (v 1).re ^ 2
      + (v 1).im ^ 2 + (v 2).re ^ 2 + (v 2).im ^ 2 by positivity)
    have hS : (v 0).re ^ 2 + (v 0).im ^ 2 + (v 1).re ^ 2 + (v 1).im ^ 2 ≤ 0 :=
      le_of_mul_le_mul_left (by linarith) hG
    have sq0 : ∀ a : ℝ, a ^ 2 ≤ 0 → a = 0 := fun a ha =>
      pow_eq_zero_iff two_ne_zero |>.1 (le_antisymm ha (sq_nonneg a))
    have p1 := sq_nonneg (v 0).re
    have p2 := sq_nonneg (v 0).im
    have p3 := sq_nonneg (v 1).re
    have p4 := sq_nonneg (v 1).im
    have z0 : v 0 = 0 := Complex.ext (sq0 _ (by linarith)) (sq0 _ (by linarith))
    have z1 : v 1 = 0 := Complex.ext (sq0 _ (by linarith)) (sq0 _ (by linarith))
    rw [z0, z1] at h1
    have e2 : ((2 * J : ℝ) : ℂ) * v 2 = 0 := by linear_combination -h1
    have z2 : v 2 = 0 := (mul_eq_zero.1 e2).resolve_left
      (Complex.ofReal_ne_zero.2 (mul_ne_zero two_ne_zero hJ))
    exact hv (by ext i; fin_cases i <;> simp [z0, z1, z2])

/-- The time `1/(2k)` written out in the dimer parameters. -/
theorem half_inv_rate {G D J : ℝ} (hG : 0 < G) (hJ : J ≠ 0) :
    1 / (2 * rate G D J) = (G ^ 2 + D ^ 2) / (4 * J ^ 2 * G) := by
  have hS : 0 < G ^ 2 + D ^ 2 := by positivity
  have hk : rate G D J * (G ^ 2 + D ^ 2) = 2 * J ^ 2 * G := div_mul_cancel₀ _ hS.ne'
  have hpos : 0 < rate G D J := by unfold rate; positivity
  rw [div_eq_div_iff (by positivity) (by positivity)]
  linear_combination -2 * hk

/-- For a coupled, dephased dimer the Bloch generator `M` is invertible, and the population entry of
`-M⁻¹` is `1/(2k)`. -/
theorem neg_inv_population {G D J : ℝ} (hG : 0 < G) (hJ : J ≠ 0) :
    IsUnit (blochGen G D J).det ∧ -(blochGen G D J)⁻¹ 2 2 = 1 / (2 * rate G D J) := by
  have hK : 4 * J ^ 2 * G ≠ 0 := by positivity
  have hdet : (blochGen G D J).det = -(4 * J ^ 2 * G) := by
    rw [Matrix.det_fin_three]
    simp [blochGen]
    ring
  have hu : IsUnit (blochGen G D J).det := by
    rw [hdet]
    exact isUnit_iff_ne_zero.2 (neg_ne_zero.2 hK)
  refine ⟨hu, ?_⟩
  have hM := Matrix.mul_nonsing_inv _ hu
  generalize (blochGen G D J)⁻¹ = B at hM ⊢
  -- the third column of `M * M⁻¹ = 1`
  have e0 : (blochGen G D J * B) 0 2 = 0 := by
    rw [hM, Matrix.one_apply_ne (by decide : (0 : Fin 3) ≠ 2)]
  have e1 : (blochGen G D J * B) 1 2 = 0 := by
    rw [hM, Matrix.one_apply_ne (by decide : (1 : Fin 3) ≠ 2)]
  have e2 : (blochGen G D J * B) 2 2 = 1 := by
    rw [hM, Matrix.one_apply_eq]
  rw [Matrix.mul_apply, Fin.sum_univ_three] at e0 e1 e2
  change -G * B 0 2 + -D * B 1 2 + 0 * B 2 2 = 0 at e0
  change D * B 0 2 + -G * B 1 2 + -(2 * J) * B 2 2 = 0 at e1
  change 0 * B 0 2 + 2 * J * B 1 2 + 0 * B 2 2 = 1 at e2
  rw [half_inv_rate hG hJ, eq_div_iff hK]
  linear_combination 2 * J * G * e1 + 2 * J * D * e0 + (G ^ 2 + D ^ 2) * e2

/-- The Bloch equation written for the two coherence components and the population difference. -/
theorem bloch_components {G D J : ℝ} {r : ℝ → Fin 3 → ℝ}
    (hr : ∀ t, HasDerivAt r (blochGen G D J *ᵥ r t) t) (t : ℝ) :
    HasDerivAt (fun s => r s 0) (-G * r t 0 - D * r t 1) t ∧
    HasDerivAt (fun s => r s 1) (D * r t 0 - G * r t 1 - 2 * J * r t 2) t ∧
    HasDerivAt (fun s => r s 2) (2 * J * r t 1) t := by
  have h := hasDerivAt_pi.1 (hr t)
  refine ⟨(h 0).congr_deriv ?_, (h 1).congr_deriv ?_, (h 2).congr_deriv ?_⟩ <;>
    simp [blochGen, Matrix.mulVec, dotProduct, Fin.sum_univ_three] <;> ring

/-- Every solution of the Bloch equation of a coupled, dephased dimer decays to zero. -/
theorem bloch_decay {G D J : ℝ} (hG : 0 < G) (hJ : J ≠ 0) {r : ℝ → Fin 3 → ℝ}
    (hr : ∀ t, HasDerivAt r (blochGen G D J *ᵥ r t) t) : Tendsto r atTop (𝓝 0) := by
  obtain ⟨ε, hε, hεG⟩ : ∃ ε : ℝ, 0 < ε ∧ ε * (G ^ 2 + D ^ 2 + 2 * J ^ 2) = G :=
    ⟨G / (G ^ 2 + D ^ 2 + 2 * J ^ 2), by positivity, div_mul_cancel₀ _ (by positivity)⟩
  have g1 : 0 ≤ ε * G ^ 2 := by positivity
  have g2 : 0 ≤ ε * D ^ 2 := by positivity
  have g3 : 0 < ε * J ^ 2 := by positivity
  have hεG1 : ε * G ≤ 1 := le_of_mul_le_mul_left (by linarith : G * (ε * G) ≤ G * 1) hG
  have hq : (ε * J) ^ 2 ≤ 1 := by
    have := mul_le_mul_of_nonneg_left (by linarith : ε * J ^ 2 ≤ G) hε.le
    linarith
  -- a Lyapunov function that also sees the population difference
  let V : ℝ → ℝ := fun t =>
    r t 0 * r t 0 + r t 1 * r t 1 + r t 2 * r t 2 + ε * J * (r t 1 * r t 2)
  let c : ℝ := ε * J ^ 2 / 2
  have hc : 0 < c := by positivity
  have hlow : ∀ t, r t 0 ^ 2 + r t 1 ^ 2 + r t 2 ^ 2 ≤ 2 * V t := fun t => by
    have := mul_nonneg (sub_nonneg.2 hq) (sq_nonneg (r t 2))
    simp only [V]
    linarith [sq_nonneg (r t 1 + ε * J * r t 2), sq_nonneg (r t 0)]
  have hanti : Antitone (fun t => V t * Real.exp (c * t)) := by
    have hW : ∀ t, ∃ w ≤ 0, HasDerivAt (fun s => V s * Real.exp (c * s)) w t := fun t => by
      obtain ⟨hx, hy, hz⟩ := bloch_components hr t
      have hV := (((hx.fun_mul hx).fun_add (hy.fun_mul hy)).fun_add (hz.fun_mul hz)).fun_add
        ((hy.fun_mul hz).const_mul (ε * J))
      have he := ((hasDerivAt_id' t).const_mul c).exp
      refine ⟨_, ?_, hV.fun_mul he⟩
      have hup : V t ≤ 3 / 2 * (r t 0 ^ 2 + r t 1 ^ 2 + r t 2 ^ 2) := by
        have := mul_nonneg (sub_nonneg.2 hq) (sq_nonneg (r t 2))
        simp only [V]
        linarith [sq_nonneg (r t 1 - ε * J * r t 2), sq_nonneg (r t 0)]
      have hcV := mul_le_mul_of_nonneg_left hup hc.le
      have a1 := mul_nonneg (by linarith :
        0 ≤ 2 * G - ε * D ^ 2 / 2 - 3 / 4 * (ε * J ^ 2)) (sq_nonneg (r t 0))
      have a2 := mul_nonneg (by linarith :
        0 ≤ 2 * G - ε * G ^ 2 / 2 - 11 / 4 * (ε * J ^ 2)) (sq_nonneg (r t 1))
      have a3 := mul_nonneg g3.le (sq_nonneg (r t 2))
      have a4 := mul_nonneg hε.le (sq_nonneg (J * r t 2 - D * r t 0))
      have a5 := mul_nonneg hε.le (sq_nonneg (J * r t 2 + G * r t 1))
      simp only [V, c] at hcV ⊢
      rw [mul_one, mul_comm (Real.exp _) (ε * J ^ 2 / 2),
        ← mul_assoc (r t 0 * r t 0 + r t 1 * r t 1 + r t 2 * r t 2 + ε * J * (r t 1 * r t 2)),
        ← add_mul]
      exact mul_nonpos_iff.2 (Or.inr ⟨by linarith, (Real.exp_pos _).le⟩)
    refine antitone_of_deriv_nonpos (fun t => ?_) (fun t => ?_)
    · obtain ⟨w, _, h⟩ := hW t
      exact h.differentiableAt
    · obtain ⟨w, hw, h⟩ := hW t
      rw [h.deriv]
      exact hw
  have hlim : Tendsto (fun t => Real.sqrt (2 * V 0 * Real.exp (-(c * t)))) atTop (𝓝 0) := by
    have h := ((Real.tendsto_exp_neg_atTop_nhds_zero.comp
      (tendsto_id.const_mul_atTop hc)).const_mul (2 * V 0)).sqrt
    rw [mul_zero, Real.sqrt_zero] at h
    exact h
  refine tendsto_pi_nhds.2 fun i => squeeze_zero_norm' ?_ hlim
  filter_upwards [eventually_ge_atTop 0] with t ht
  have h1 : V t * Real.exp (c * t) ≤ V 0 := by simpa using hanti ht
  have h2 : V t ≤ V 0 * Real.exp (-(c * t)) := by
    have h3 := mul_le_mul_of_nonneg_right h1 (Real.exp_pos (-(c * t))).le
    rwa [mul_assoc, ← Real.exp_add, add_neg_cancel, Real.exp_zero, mul_one] at h3
  rw [Real.norm_eq_abs]
  apply Real.abs_le_sqrt
  have h4 := hlow t
  have p0 := sq_nonneg (r t 0)
  have p1 := sq_nonneg (r t 1)
  have p2 := sq_nonneg (r t 2)
  fin_cases i <;> dsimp only [Fin.zero_eta, Fin.mk_one, Fin.reduceFinMk] <;> linarith

/-- For a coupled, dephased dimer with the excitation starting on the first site (population
difference 1), the population difference integrated over all later times is `1/(2k)`. -/
theorem integrated_population {G D J : ℝ} (hG : 0 < G) (hJ : J ≠ 0) {r : ℝ → Fin 3 → ℝ}
    (hr : ∀ t, HasDerivAt r (blochGen G D J *ᵥ r t) t) (hr0 : r 0 = ![0, 0, 1]) :
    Tendsto (fun T => ∫ t in (0 : ℝ)..T, r t 2) atTop (𝓝 (1 / (2 * rate G D J))) := by
  have hK : 4 * J ^ 2 * G ≠ 0 := by positivity
  -- up to the factor `4 J² G`, this combination is an antiderivative of the population difference
  let N : ℝ → ℝ := fun s =>
    -(2 * J * D) * r s 0 + -(2 * J * G) * r s 1 + -(G ^ 2 + D ^ 2) * r s 2
  have hF : ∀ t, HasDerivAt (fun s => N s / (4 * J ^ 2 * G)) (r t 2) t := fun t => by
    obtain ⟨hx, hy, hz⟩ := bloch_components hr t
    have hN : HasDerivAt N (4 * J ^ 2 * G * r t 2) t :=
      (((hx.const_mul (-(2 * J * D))).fun_add (hy.const_mul (-(2 * J * G)))).fun_add
        (hz.const_mul (-(G ^ 2 + D ^ 2)))).congr_deriv (by ring)
    exact (hN.div_const _).congr_deriv (mul_div_cancel_left₀ _ hK)
  have hcont : Continuous (fun t => r t 2) :=
    continuous_iff_continuousAt.2 fun t => (bloch_components hr t).2.2.continuousAt
  have hint : (fun T => ∫ t in (0 : ℝ)..T, r t 2) =
      fun T => N T / (4 * J ^ 2 * G) - N 0 / (4 * J ^ 2 * G) := funext fun T =>
    intervalIntegral.integral_eq_sub_of_hasDerivAt (fun t _ => hF t)
      (hcont.intervalIntegrable _ _)
  have hd : ∀ i, Tendsto (fun t => r t i) atTop (𝓝 0) :=
    fun i => tendsto_pi_nhds.1 (bloch_decay hG hJ hr) i
  have hN0 : Tendsto N atTop (𝓝 0) := by
    have h := (((hd 0).const_mul (-(2 * J * D))).add ((hd 1).const_mul (-(2 * J * G)))).add
      ((hd 2).const_mul (-(G ^ 2 + D ^ 2)))
    simp only [mul_zero, add_zero] at h
    exact h
  have e : N 0 = -(G ^ 2 + D ^ 2) := by
    have x0 : r 0 0 = 0 := by rw [hr0]; rfl
    have y0 : r 0 1 = 0 := by rw [hr0]; rfl
    have z0 : r 0 2 = 1 := by rw [hr0]; rfl
    simp only [N, x0, y0, z0]
    ring
  have h := (hN0.div_const (4 * J ^ 2 * G)).sub_const (N 0 / (4 * J ^ 2 * G))
  rw [hint, half_inv_rate hG hJ, e, neg_div]
  rwa [e, zero_div, neg_div, zero_sub, neg_neg] at h

/-- For a coupled, dephased dimer with nonzero energy gap, the hopping rate is at most `J²/|D|`, and
this value is reached exactly when the dephasing rate equals `|D|`. -/
theorem rate_optimal {G D J : ℝ} (hG : 0 < G) (hD : D ≠ 0) (hJ : J ≠ 0) :
    rate G D J ≤ J ^ 2 / |D| ∧ (rate G D J = J ^ 2 / |D| ↔ G = |D|) := by
  have hd : 0 < |D| := abs_pos.2 hD
  have hS : 0 < G ^ 2 + D ^ 2 := by positivity
  have gap : J ^ 2 / |D| - rate G D J =
      J ^ 2 * (G - |D|) ^ 2 / (|D| * (G ^ 2 + D ^ 2)) := by
    unfold rate
    rw [div_sub_div _ _ hd.ne' hS.ne']
    congr 1
    linear_combination (-J ^ 2) * sq_abs D
  have hnn : 0 ≤ J ^ 2 * (G - |D|) ^ 2 / (|D| * (G ^ 2 + D ^ 2)) := by positivity
  refine ⟨by linarith, fun h => ?_, fun h => ?_⟩
  · rw [h, sub_self] at gap
    have h1 := (div_eq_zero_iff.1 gap.symm).resolve_right (mul_pos hd hS).ne'
    have h2 := (mul_eq_zero.1 h1).resolve_left (pow_ne_zero 2 hJ)
    exact sub_eq_zero.1 (pow_eq_zero_iff two_ne_zero |>.1 h2)
  · have h0 : G - |D| = 0 := sub_eq_zero.2 h
    rw [h0] at gap
    norm_num at gap
    linarith

end

end HakenStroblDimer
```

```lean
#print axioms HakenStroblDimer.eigenvalues_re_neg_iff
#print axioms HakenStroblDimer.neg_inv_population
#print axioms HakenStroblDimer.integrated_population
#print axioms HakenStroblDimer.rate_optimal
```

```
'HakenStroblDimer.eigenvalues_re_neg_iff' depends on axioms: [propext, Classical.choice, Quot.sound]
'HakenStroblDimer.neg_inv_population' depends on axioms: [propext, Classical.choice, Quot.sound]
'HakenStroblDimer.integrated_population' depends on axioms: [propext, Classical.choice, Quot.sound]
'HakenStroblDimer.rate_optimal' depends on axioms: [propext, Classical.choice, Quot.sound]
```

## How the proof follows the derivation

`liouvillian_blochMatrix` compares the real and imaginary parts of all four matrix entries. The trace argument 0 on its right-hand side expresses trace conservation.

In `eigenvalues_re_neg_iff`, the equation `key` is the paired eigenvalue equation. `linear_combination` assembles it from the real and imaginary parts of the three rows.

`half_inv_rate` writes $1/(2k)$ in the dimer parameters. `neg_inv_population` computes the determinant, reads the last column of $MM^{-1}=1$ as `e0`, `e1`, `e2`, and eliminates the other two unknowns in one linear combination.

`bloch_components` splits the vector equation into its three scalar equations. `bloch_decay` then works with the Lyapunov function directly and does not use the eigenvalue theorem. It shows that $Ve^{ct}$ is antitone; the squares `a4` and `a5` supply the two cross-term estimates. The lower bound `hlow` turns decay of $V$ into decay of each component.

`integrated_population` applies the fundamental theorem of calculus to $N/(4J^2G)$, and `bloch_decay` removes the value at late times. In `rate_optimal`, the identity `gap` gives both the bound and the equality case.
